# The two-particle density matrix of fermions on finitely many orbitals: positivity, antisymmetry, trace and pair energies

Electrons repel one another in pairs, so the interaction energy involves only two of them at a time. The wavefunction, however, assigns an amplitude to every arrangement of all the electrons. How much of it does the interaction energy need, and what constraints does that part inherit from the wavefunction?

```lean
import Mathlib

open Matrix ComplexConjugate
open scoped ComplexOrder

namespace TwoParticleDensityMatrix

noncomputable section

variable {ι : Type*} [Fintype ι] {n : ℕ}
```

The type `ι` is the set of one-particle states, spin included, and `Fintype ι` makes it finite. We treat it as an orthonormal basis. The number of particles is n + 2, so there are always at least two, and they are labelled from 0. `ComplexOrder` gives 0 ≤ z its usual meaning for complex z: real and non-negative.

## Wavefunctions and density matrices

```lean
/-- A wavefunction of `N` particles is antisymmetric if permuting the particles multiplies it
by the sign of the permutation. -/
def IsAntisymmetric {N : ℕ} (ψ : (Fin N → ι) → ℂ) : Prop :=
  ∀ (σ : Equiv.Perm (Fin N)) (x : Fin N → ι),
    ψ (x ∘ σ) = ((Equiv.Perm.sign σ : ℤ) : ℂ) * ψ x
```

A function x : `Fin N → ι` says which orbital each of N particles occupies, and ψ(x) is its amplitude. Composing x with a permutation σ rearranges the particles. Antisymmetry is the condition

ψ(x∘σ) = sgn(σ) ψ(x)

for every σ and x. It is the Pauli principle, taken here as a hypothesis.

```lean
/-- A wavefunction is normalised if its squared moduli sum to one. -/
def IsNormalised {N : ℕ} (ψ : (Fin N → ι) → ℂ) : Prop :=
  ∑ x, ‖ψ x‖ ^ 2 = 1
```

Normalisation reads Σ_x |ψ(x)|² = 1.

```lean
/-- The two-particle density matrix `D(ij,kl)` of a wavefunction of `n + 2` particles. -/
def twoRDM (ψ : (Fin (n + 2) → ι) → ℂ) : Matrix (ι × ι) (ι × ι) ℂ :=
  Matrix.of fun P Q => ((n : ℂ) + 2) * ((n : ℂ) + 1) *
    ∑ r : Fin n → ι, ψ (vecCons P.1 (vecCons P.2 r)) * conj (ψ (vecCons Q.1 (vecCons Q.2 r)))
```

`vecCons` puts an orbital in front of a list, so the argument of ψ is (i,j,r), with r the orbitals of the other n particles. The definition is

D(ij,kl) = (n+2)(n+1) Σ_r ψ(i,j,r) ψ(k,l,r)*.

Rows and columns are labelled by ordered orbital pairs. The prefactor counts ordered pairs of particles, so each physical pair counts twice. For n = 0 the sum has a single term, with r empty.

```lean
/-- The one-particle density matrix of a wavefunction of `n + 2` particles. -/
def oneRDM (ψ : (Fin (n + 2) → ι) → ℂ) : Matrix ι ι ℂ :=
  Matrix.of fun i k => ((n : ℂ) + 2) *
    ∑ r : Fin (n + 1) → ι, ψ (vecCons i r) * conj (ψ (vecCons k r))
```

The one-particle matrix keeps one orbital and sums over the other n + 1:

γ(i,k) = (n+2) Σ_r ψ(i,r) ψ(k,r)*.

```lean
/-- The two-body operator with matrix elements `W(ij,ab)`, acting on the distinct particles
`p` and `q` of an `N`-particle wavefunction. -/
def pairOperator {N : ℕ} (W : Matrix (ι × ι) (ι × ι) ℂ) (p q : Fin N)
    (ψ : (Fin N → ι) → ℂ) : (Fin N → ι) → ℂ :=
  fun x => ∑ a, ∑ b, W (x p, x q) (a, b) * ψ (Function.update (Function.update x p a) q b)
```

This is a two-body operator acting on particles p and q:

(W_pq ψ)(x) = Σ_ab W(x_p x_q, ab) ψ(x with x_p → a, x_q → b).

`Function.update` makes the replacements. W is an arbitrary complex matrix; it need not be Hermitian.

## Positivity, antisymmetry and trace

```lean
/-- A sum over all orbital assignments splits into a sum over the orbital of the first particle
and a sum over the orbitals of the rest. -/
theorem sum_first {M : Type*} [AddCommMonoid M] {m : ℕ} (f : (Fin (m + 1) → ι) → M) :
    ∑ x, f x = ∑ i, ∑ r : Fin m → ι, f (vecCons i r) := by
  rw [← (Fin.consEquiv (fun _ : Fin (m + 1) => ι)).sum_comp, Fintype.sum_prod_type]
  rfl
```

A sum over all assignments can be done one particle at a time:

Σ_x f(x) = Σ_i Σ_r f(i,r).

The proof uses the bijection between assignments x and pairs (i,r). Applying the lemma twice separates the first two orbitals from the rest.

```lean
omit [Fintype ι] in
/-- Exchanging the orbitals of the first two particles reverses the sign of an antisymmetric
wavefunction. -/
theorem exchange_first_two {ψ : (Fin (n + 2) → ι) → ℂ} (hψ : IsAntisymmetric ψ)
    (i j : ι) (r : Fin n → ι) :
    ψ (vecCons j (vecCons i r)) = -ψ (vecCons i (vecCons j r)) := by
  have h01 : (0 : Fin (n + 2)) ≠ 1 := by simp
  have hx : vecCons i (vecCons j r) ∘ Equiv.swap (0 : Fin (n + 2)) 1
      = vecCons j (vecCons i r) := by
    funext k
    refine Fin.cases ?_ (fun k => ?_) k
    · simp
    · refine Fin.cases ?_ (fun k => ?_) k
      · simp
      · -- the remaining particles are not moved
        have hk : k.succ.succ ≠ (1 : Fin (n + 2)) := fun h =>
          Fin.succ_ne_zero k (Fin.succ_injective _ (h.trans Fin.succ_zero_eq_one.symm))
        simp [Equiv.swap_apply_def]
        split_ifs with h
        · exact absurd h hk
        · rfl
  have h := hψ (Equiv.swap 0 1) (vecCons i (vecCons j r))
  rw [hx, Equiv.Perm.sign_swap h01] at h
  simpa using h
```

Take σ to be the exchange of particles 0 and 1. It turns (i,j,r) into (j,i,r) and has sign −1, so

ψ(j,i,r) = −ψ(i,j,r).

Most of the Lean proof checks the rearranged list entry by entry: position 0, position 1, and the remaining positions, which do not move.

```lean
/-- The two-particle density matrix of a normalised antisymmetric wavefunction of `n + 2`
particles is positive semidefinite, antisymmetric in each orbital pair, and has trace
`(n + 2)(n + 1)`. -/
theorem twoRDM_properties {ψ : (Fin (n + 2) → ι) → ℂ}
    (hψ : IsAntisymmetric ψ) (hn : IsNormalised ψ) :
    (twoRDM ψ).PosSemidef ∧
    (∀ i j k l, twoRDM ψ (j, i) (k, l) = -twoRDM ψ (i, j) (k, l)) ∧
    (∀ i j k l, twoRDM ψ (i, j) (l, k) = -twoRDM ψ (i, j) (k, l)) ∧
    (twoRDM ψ).trace = ((n : ℂ) + 2) * ((n : ℂ) + 1) := by
  refine ⟨?_, fun i j k l => ?_, fun i j k l => ?_, ?_⟩
  · -- D is a non-negative multiple of B B†
    let B : Matrix (ι × ι) (Fin n → ι) ℂ :=
      Matrix.of fun P r => ψ (vecCons P.1 (vecCons P.2 r))
    have hc : (0 : ℂ) ≤ (((n + 2) * (n + 1) : ℕ) : ℂ) := Nat.cast_nonneg _
    have hD : twoRDM ψ = (((n + 2) * (n + 1) : ℕ) : ℂ) • (B * Bᴴ) := by
      ext P Q
      simp [twoRDM, B, Matrix.mul_apply]
    rw [hD]
    exact (Matrix.posSemidef_self_mul_conjTranspose B).smul hc
  · simp only [twoRDM, Matrix.of_apply, exchange_first_two hψ i j, neg_mul,
      Finset.sum_neg_distrib, mul_neg]
  · simp only [twoRDM, Matrix.of_apply, exchange_first_two hψ k l, map_neg, mul_neg,
      Finset.sum_neg_distrib]
  · -- the trace is the squared norm times the number of ordered pairs
    have h : ∑ x, ψ x * conj (ψ x) = 1 := by
      simp_rw [Complex.mul_conj, Complex.normSq_eq_norm_sq]
      exact_mod_cast hn
    rw [sum_first] at h
    simp_rw [sum_first (m := n)] at h
    simp only [Matrix.trace, Matrix.diag_apply, twoRDM, Matrix.of_apply,
      Fintype.sum_prod_type, ← Finset.mul_sum]
    rw [h, mul_one]
```

The theorem assumes that ψ is antisymmetric and normalised, and its four conclusions are joined by `∧`.

For positivity, set B(ij,r) = ψ(i,j,r). Then D = (n+2)(n+1) BB†, and for any vector v

v†Dv = (n+2)(n+1) Σ_r |Σ_ij v(ij)* ψ(i,j,r)|² ≥ 0.

Lean proves the factorisation as `hD` and uses the library's result that BB† is positive semidefinite.

For antisymmetry, exchanging i and j reverses the sign of the first factor in every term of D. Exchanging k and l does the same to the conjugated factor. Hence

D(ji,kl) = −D(ij,kl) and D(ij,lk) = −D(ij,kl).

For the trace, set k = i and l = j and sum:

tr D = (n+2)(n+1) Σ_ijr |ψ(i,j,r)|² = (n+2)(n+1).

The step `h` restates normalisation as Σ_x ψ(x)ψ(x)* = 1, and `sum_first` splits that sum into i, j and r.

These are necessary conditions on a matrix that comes from such a state; whether a matrix that meets them does come from one is a separate question.

```lean
/-- Tracing one particle out of the two-particle density matrix of `n + 2` particles gives
`n + 1` times the one-particle density matrix. -/
theorem twoRDM_contraction (ψ : (Fin (n + 2) → ι) → ℂ) (i k : ι) :
    ∑ j, twoRDM ψ (i, j) (k, j) = ((n : ℂ) + 1) * oneRDM ψ i k := by
  simp only [twoRDM, oneRDM, Matrix.of_apply, ← Finset.mul_sum]
  rw [sum_first (fun r : Fin (n + 1) → ι => ψ (vecCons i r) * conj (ψ (vecCons k r)))]
  ring
```

Summing over the second orbital gives

Σ_j D(ij,kj) = (n+2)(n+1) Σ_j Σ_r ψ(i,j,r) ψ(k,j,r)* = (n+1) γ(i,k),

because j and r together run over the n + 1 orbitals summed in γ. This needs neither antisymmetry nor normalisation.

## Interaction energy from D

```lean
/-- In an antisymmetric state, a two-body operator has the same expectation value on any two
distinct particles as on the first two. -/
theorem pair_expectation_eq {ψ : (Fin (n + 2) → ι) → ℂ} (hψ : IsAntisymmetric ψ)
    (W : Matrix (ι × ι) (ι × ι) ℂ) {p q : Fin (n + 2)} (hpq : p ≠ q) :
    ∑ x, conj (ψ x) * pairOperator W p q ψ x = ∑ x, conj (ψ x) * pairOperator W 0 1 ψ x := by
  -- a permutation that carries particles 0, 1 to p, q
  have hσ : ∃ σ : Equiv.Perm (Fin (n + 2)), σ 0 = p ∧ σ 1 = q := by
    have h01 : (0 : Fin (n + 2)) ≠ 1 := by simp
    have hq : Equiv.swap 0 p q ≠ 0 := fun h =>
      hpq ((Equiv.swap 0 p).injective (by rw [Equiv.swap_apply_right, h]))
    refine ⟨Equiv.swap 0 p * Equiv.swap 1 (Equiv.swap 0 p q), ?_, ?_⟩
    · rw [Equiv.Perm.mul_apply, Equiv.swap_apply_of_ne_of_ne h01 hq.symm,
        Equiv.swap_apply_left]
    · rw [Equiv.Perm.mul_apply, Equiv.swap_apply_left, ← Equiv.Perm.mul_apply,
        Equiv.swap_mul_self, Equiv.Perm.one_apply]
  obtain ⟨σ, rfl, rfl⟩ := hσ
  refine Fintype.sum_equiv (Equiv.arrowCongr σ.symm (Equiv.refl ι)) _ _ fun x => ?_
  have hx : (Equiv.arrowCongr σ.symm (Equiv.refl ι)) x = x ∘ σ := rfl
  have hu : ∀ a b, Function.update (Function.update (x ∘ σ) 0 a) 1 b
      = Function.update (Function.update x (σ 0) a) (σ 1) b ∘ σ := by
    intro a b
    funext k
    simp [Function.update_apply]
  rw [hx]
  simp only [pairOperator, Function.comp_apply, hu, hψ σ]
  -- the sign of the permutation occurs twice and cancels
  rcases Int.units_eq_one_or (Equiv.Perm.sign σ) with hs | hs <;> simp [hs]
```

All pairs of distinct particles contribute equally. Choose a permutation σ with σ(0) = p and σ(1) = q; Lean builds it from two exchanges. Writing s = sgn(σ), replace x by x∘σ in the sum for particles 0 and 1. The entries of x∘σ at 0 and 1 are x_p and x_q, so

ψ(x∘σ)* (W_01 ψ)(x∘σ) = s² ψ(x)* (W_pq ψ)(x),

and s² = 1. In the proof, `hu` says that replacing entries 0 and 1 after the rearrangement is the same as replacing entries p and q before it. The last line treats s = 1 and s = −1 separately.

```lean
/-- The inner product `⟨ψ|W₀₁|ψ⟩`, with `W` acting on the first two particles, times the number of
ordered pairs, is the trace of `W` with the two-particle density matrix. -/
theorem first_pair_expectation (ψ : (Fin (n + 2) → ι) → ℂ) (W : Matrix (ι × ι) (ι × ι) ℂ) :
    ((n : ℂ) + 2) * ((n : ℂ) + 1) * ∑ x, conj (ψ x) * pairOperator W 0 1 ψ x
      = (W * twoRDM ψ).trace := by
  have hu : ∀ (i j a b : ι) (r : Fin n → ι),
      Function.update (Function.update (vecCons i (vecCons j r)) 0 a) 1 b
        = vecCons a (vecCons b r) := by
    intro i j a b r
    funext k
    refine Fin.cases ?_ (fun k => ?_) k
    · simp
    · refine Fin.cases ?_ (fun k => ?_) k
      · simp
      · have hk : k.succ.succ ≠ (1 : Fin (n + 2)) := fun h =>
          Fin.succ_ne_zero k (Fin.succ_injective _ (h.trans Fin.succ_zero_eq_one.symm))
        simp [Function.update_apply]
        exact fun h => absurd h hk
  rw [sum_first, Matrix.trace, Fintype.sum_prod_type, Finset.mul_sum]
  refine Finset.sum_congr rfl fun i _ => ?_
  rw [sum_first, Finset.mul_sum]
  refine Finset.sum_congr rfl fun j _ => ?_
  simp only [Matrix.diag_apply, Matrix.mul_apply, Fintype.sum_prod_type, twoRDM,
    Matrix.of_apply, pairOperator, hu, Matrix.cons_val_zero, Matrix.cons_val_one,
    Finset.mul_sum]
  refine Finset.sum_comm.trans (Finset.sum_congr rfl fun a _ =>
    Finset.sum_comm.trans (Finset.sum_congr rfl fun b _ =>
      Finset.sum_congr rfl fun r _ => ?_))
  ring
```

For the first two particles, write out the sum and multiply by the number of ordered pairs:

(n+2)(n+1) Σ_ijr ψ(i,j,r)* Σ_ab W(ij,ab) ψ(a,b,r)
= Σ_ij Σ_ab W(ij,ab) D(ab,ij)
= tr(WD).

Lean splits the sum over x, exchanges the order of summation and compares the terms.

```lean
/-- For an antisymmetric wavefunction, the inner product `⟨ψ|W_pq|ψ⟩` summed over all ordered pairs
of distinct particles is the trace of `W` with the two-particle density matrix. -/
theorem interaction_eq_trace {ψ : (Fin (n + 2) → ι) → ℂ} (hψ : IsAntisymmetric ψ)
    (W : Matrix (ι × ι) (ι × ι) ℂ) :
    ∑ p, ∑ q ∈ Finset.univ.erase p, ∑ x, conj (ψ x) * pairOperator W p q ψ x
      = (W * twoRDM ψ).trace := by
  rw [← first_pair_expectation]
  -- each particle has n + 1 partners, all contributing equally
  have h : ∀ p : Fin (n + 2),
      ∑ q ∈ Finset.univ.erase p, ∑ x, conj (ψ x) * pairOperator W p q ψ x
        = ((n : ℂ) + 1) * ∑ x, conj (ψ x) * pairOperator W 0 1 ψ x := by
    intro p
    rw [Finset.sum_congr rfl (fun q hq =>
        pair_expectation_eq hψ W (Finset.ne_of_mem_erase hq).symm),
      Finset.sum_const, Finset.card_erase_of_mem (Finset.mem_univ _), Finset.card_univ,
      Fintype.card_fin, show n + 2 - 1 = n + 1 from rfl, nsmul_eq_mul, Nat.cast_add,
      Nat.cast_one]
  simp only [h, Finset.sum_const, Finset.card_univ, Fintype.card_fin, nsmul_eq_mul]
  push_cast
  ring
```

Here `Finset.univ.erase p` is the set of all particles except p. Each of the n + 2 particles has n + 1 partners, so the two preceding results give

Σ_{p≠q} ⟨ψ|W_pq|ψ⟩ = tr(WD).

For a normalised ψ and an interaction that is symmetric between the two particles, the energy is half of this, since each pair appears twice. In electronic structure with a finite orbital basis, the electron repulsion energy is therefore a linear function of D, however many electrons ψ describes.

## A two-fermion determinant

```lean
/-- The determinant state of two fermions in two orbitals, with amplitude `1/√2` on `(0,1)`
and `-1/√2` on `(1,0)`. -/
def slaterPair : (Fin 2 → Fin 2) → ℂ :=
  fun x => (((x 1).val : ℂ) - ((x 0).val : ℂ)) / ((√2 : ℝ) : ℂ)
```

With two particles in orbitals 0 and 1, this state is

ψ(x₀,x₁) = (x₁ − x₀)/√2.

The amplitudes are 1/√2 on (0,1), −1/√2 on (1,0), and zero when both particles occupy the same orbital.

```lean
/-- The two-fermion determinant state is antisymmetric and normalised. -/
theorem slaterPair_witness : IsAntisymmetric slaterPair ∧ IsNormalised slaterPair := by
  constructor
  · intro σ x
    have h : σ = 1 ∨ σ = Equiv.swap 0 1 := by
      revert σ
      decide
    rcases h with rfl | rfl
    · simp
    · simp [slaterPair, Equiv.Perm.sign_swap']
      ring
  · unfold IsNormalised
    rw [sum_first]
    simp_rw [sum_first (m := 0)]
    norm_num [slaterPair, Fin.sum_univ_two, div_pow, Complex.norm_real]

end

end TwoParticleDensityMatrix
```

Two particles have only two permutations. The identity changes nothing, and the exchange reverses the sign of x₁ − x₀. The squared moduli add up to 1/2 + 1/2 = 1. The determinant thus satisfies both hypotheses of `twoRDM_properties`, and its density matrix has trace 2.

```lean
#print axioms TwoParticleDensityMatrix.twoRDM_properties
-- 'TwoParticleDensityMatrix.twoRDM_properties' depends on axioms: [propext, Classical.choice, Quot.sound]
#print axioms TwoParticleDensityMatrix.twoRDM_contraction
-- 'TwoParticleDensityMatrix.twoRDM_contraction' depends on axioms: [propext, Classical.choice, Quot.sound]
#print axioms TwoParticleDensityMatrix.interaction_eq_trace
-- 'TwoParticleDensityMatrix.interaction_eq_trace' depends on axioms: [propext, Classical.choice, Quot.sound]
```
